# Averaging the two-matrices of all N-fermion determinants in r ≥ 2 orbitals, N ≤ r, gives N(N−1)/(r(r−1)) · (1 − swap)

The maximally mixed state of $N$ fermions is represented here by orbital subsets, not by a density operator on the $N$-particle space. Each set $S$ of $N$ occupied spin orbitals, out of $r$ orthonormal ones, stands for a Slater determinant. These determinants form an orthonormal basis, so the normalised identity operator is their equal mixture, and its reduced matrices are the averages of theirs. The two-matrix of a determinant enters through its well-known formula in terms of the one-matrix; it is not derived from a wavefunction.

With $D$ for the averaged two-matrix, normalised to trace $N(N-1)$, and $P$ for the swap of two particles, the main result is

$$D=\frac{N(N-1)}{r(r-1)}\,(1-P),\qquad r\ge 2,\quad N\le r .$$

In a finite orbital space this is the two-matrix of the canonical ensemble at infinite temperature, when only the total particle number is fixed. It offers an exact check for finite-temperature calculations of that kind in this limit. It doesn't apply as it stands to calculations that fix the numbers of spin-up and spin-down electrons separately.

## Determinants as sets of orbitals

```lean
import Mathlib

open Finset

namespace MaximallyMixedFermions

noncomputable section

variable {n : Type*} [DecidableEq n]
```

The type `n` is the set of spin orbital labels. It carries no geometry and no Hamiltonian. Where averages are taken it is assumed finite, and `Fintype.card n` is then $r$.

```lean
/-- The one-matrix of the Slater determinant that occupies the orbitals in `S`:
the diagonal indicator of `S`. -/
def occupation (S : Finset n) : Matrix n n ℂ :=
  Matrix.diagonal (fun i => if i ∈ S then 1 else 0)
```

Write $n_i=1$ if $i\in S$ and $n_i=0$ otherwise. The one-matrix of the determinant is $g(i,k)=n_i\,\delta_{ik}$. `Finset n` is the type of finite sets of orbitals, and `Matrix n n ℂ` is a complex matrix indexed by orbitals.

```lean
/-- The antisymmetrised product of a one-matrix with itself,
`g(i,k) g(j,l) - g(i,l) g(j,k)`. -/
def antisymProduct (g : Matrix n n ℂ) : Matrix (n × n) (n × n) ℂ :=
  Matrix.of fun p q => g p.1 q.1 * g p.2 q.2 - g p.1 q.2 * g p.2 q.1
```

A two-particle matrix has pairs as indices. With `p` $=(i,j)$ and `q` $=(k,l)$, the entry is $g(i,k)g(j,l)-g(i,l)g(j,k)$. There is no factor $\tfrac12$, so the trace for an $N$-particle determinant is $N(N-1)$.

```lean
/-- The operator that swaps the two particles. -/
def exchange : Matrix (n × n) (n × n) ℂ :=
  Matrix.of fun p q => if p.1 = q.2 ∧ p.2 = q.1 then 1 else 0
```

This is $P$, with entries $\delta_{il}\delta_{jk}$. The matrix $1-P$ is twice the projector onto antisymmetric pairs.

```lean
/-- The uniform average of the one-matrices of all `N`-particle Slater determinants. -/
def mixedOne [Fintype n] (N : ℕ) : Matrix n n ℂ :=
  ((Fintype.card n).choose N : ℂ)⁻¹ • ∑ S ∈ powersetCard N univ, occupation S
```

`powersetCard N univ` is the collection of all $N$-element sets of orbitals. There are $\binom rN$ of them, and each gets the weight $1/\binom rN$.

```lean
/-- The uniform average of the two-matrices of all `N`-particle Slater determinants. -/
def mixedTwo [Fintype n] (N : ℕ) : Matrix (n × n) (n × n) ℂ :=
  ((Fintype.card n).choose N : ℂ)⁻¹ •
    ∑ S ∈ powersetCard N univ, antisymProduct (occupation S)
```

The two-matrix is averaged in the same way. The antisymmetrised product is taken inside the sum, determinant by determinant; the last theorem shows that this order matters.

## Counting occupied orbitals

```lean
/-- The indicator of a joint event is the product of the two indicators. -/
theorem indicator_and (P Q : Prop) [Decidable P] [Decidable Q] [Decidable (P ∧ Q)] :
    (if P ∧ Q then (1 : ℂ) else 0) = (if P then 1 else 0) * (if Q then 1 else 0) := by
  by_cases hP : P <;> by_cases hQ : Q <;> simp [hP, hQ]
```

This small lemma turns "both conditions hold" into a product of two zero-or-one factors, as in $\delta_{(i,j),(k,l)}=\delta_{ik}\delta_{jl}$.

```lean
/-- A sum over the configurations of `N + 1` particles that occupy orbital `i` is a sum over
the configurations of `N` particles in the other orbitals. -/
theorem sum_containing {s : Finset n} {i : n} (hi : i ∈ s) (N : ℕ) (f : Finset n → ℂ) :
    ∑ S ∈ powersetCard (N + 1) s, (if i ∈ S then f S else 0)
      = ∑ S ∈ powersetCard N (s.erase i), f (insert i S) := by
  have hnot : ∀ S ∈ powersetCard N (s.erase i), i ∉ S := fun S hS h =>
    (Finset.mem_erase.mp ((mem_powersetCard.mp hS).1 h)).1 rfl
  rw [← Finset.sum_filter]
  symm
  -- adding and removing the particle in orbital `i` are inverse to each other
  refine Finset.sum_nbij' (fun S => insert i S) (fun S => S.erase i) ?_ ?_ ?_ ?_ ?_
  · intro S hS
    have h := mem_powersetCard.mp hS
    exact mem_filter.mpr ⟨mem_powersetCard.mpr
      ⟨insert_subset hi (h.1.trans (erase_subset _ _)),
        (card_insert_of_notMem (hnot S hS)).trans (by rw [h.2])⟩, mem_insert_self _ _⟩
  · intro S hS
    obtain ⟨h1, h2⟩ := mem_filter.mp hS
    obtain ⟨h3, h4⟩ := mem_powersetCard.mp h1
    exact mem_powersetCard.mpr
      ⟨erase_subset_erase i h3, (card_erase_of_mem h2).trans (by omega)⟩
  · intro S hS
    exact erase_insert (hnot S hS)
  · intro S hS
    exact insert_erase (mem_filter.mp hS).2
  · intro S _
    rfl
```

For an orbital $i$ in a set $s$, the lemma says

$$\sum_{\substack{S\subseteq s,\ |S|=N+1\\ i\in S}} f(S)=\sum_{\substack{S\subseteq s\setminus\{i\}\\ |S|=N}} f(S\cup\{i\}).$$

By hand, one removes the particle in orbital $i$ from every configuration on the left, and puts it back to return.

The counting results below rest on the Mathlib lemma used here, `Finset.sum_nbij'`, which equates two sums by means of a pair of maps. It asks for five things, the five bullets of the proof:

- inserting $i$ gives an allowed $(N+1)$-particle configuration containing $i$;
- erasing $i$ gives an allowed $N$-particle configuration without it;
- inserting and then erasing changes nothing;
- erasing and then inserting changes nothing;
- the summands agree.

A physicist's "there is a one-to-one correspondence" corresponds to the first four checks; the fifth compares the terms of the two sums.

```lean
/-- The number of `N`-particle configurations that occupy a given orbital, multiplied by the
number of orbitals, is `N` times the number of all configurations. -/
theorem occupation_count {s : Finset n} {i : n} (hi : i ∈ s) (N : ℕ) :
    (s.card : ℂ) * ∑ S ∈ powersetCard N s, (if i ∈ S then (1 : ℂ) else 0)
      = N * (s.card.choose N : ℂ) := by
  cases N with
  | zero => simp
  | succ k =>
    have h0 : ∑ S ∈ powersetCard (k + 1) s, (if i ∈ S then (1 : ℂ) else 0)
        = ∑ S ∈ powersetCard k (s.erase i), (1 : ℂ) := sum_containing hi k (fun _ => 1)
    obtain ⟨m, hm⟩ : ∃ m, s.card = m + 1 :=
      ⟨s.card - 1, by have := Finset.card_pos.mpr ⟨i, hi⟩; omega⟩
    have h : ((m : ℂ) + 1) * (m.choose k : ℂ)
        = ((m + 1).choose (k + 1) : ℂ) * ((k : ℂ) + 1) := by
      exact_mod_cast Nat.add_one_mul_choose_eq m k
    rw [h0, sum_const, card_powersetCard, card_erase_of_mem hi, hm, Nat.add_sub_cancel,
      nsmul_eq_mul]
    push_cast
    linear_combination h
```

Taking $f=1$ counts the configurations that occupy $i$. With $r$ orbitals in $s$ and $N\ge1$ there are $\binom{r-1}{N-1}$, and

$$r\binom{r-1}{N-1}=N\binom rN .$$

For $N=0$ both sides of the lemma vanish. Lean writes $N=k+1$ and $r=m+1$, so that the natural-number subtraction $r-1$ simplifies to $m$. The closing tactic `linear_combination h` checks that the goal follows from the equation `h` by ordinary algebra.

```lean
/-- The number of `N`-particle configurations that occupy two given distinct orbitals, multiplied
by `r(r-1)` for `r` orbitals, is `N(N-1)` times the number of all configurations. -/
theorem pair_count {s : Finset n} {i j : n} (hi : i ∈ s) (hj : j ∈ s) (hij : i ≠ j) (N : ℕ) :
    (s.card : ℂ) * ((s.card : ℂ) - 1) *
        ∑ S ∈ powersetCard N s, (if i ∈ S then (if j ∈ S then (1 : ℂ) else 0) else 0)
      = N * ((N : ℂ) - 1) * (s.card.choose N : ℂ) := by
  cases N with
  | zero => simp
  | succ k =>
    -- with `i` occupied, count the occupations of `j` by the remaining `k` particles
    have h0 : ∑ S ∈ powersetCard (k + 1) s,
          (if i ∈ S then (if j ∈ S then (1 : ℂ) else 0) else 0)
        = ∑ S ∈ powersetCard k (s.erase i), (if j ∈ S then (1 : ℂ) else 0) := by
      rw [sum_containing hi k (fun S => if j ∈ S then (1 : ℂ) else 0)]
      refine sum_congr rfl fun S _ => ?_
      simp [hij.symm]
    have h1 := occupation_count (mem_erase.mpr ⟨hij.symm, hj⟩) k
    obtain ⟨m, hm⟩ : ∃ m, s.card = m + 1 :=
      ⟨s.card - 1, by have := Finset.card_pos.mpr ⟨i, hi⟩; omega⟩
    have h : ((m : ℂ) + 1) * (m.choose k : ℂ)
        = ((m + 1).choose (k + 1) : ℂ) * ((k : ℂ) + 1) := by
      exact_mod_cast Nat.add_one_mul_choose_eq m k
    rw [card_erase_of_mem hi, hm, Nat.add_sub_cancel] at h1
    rw [h0, hm]
    push_cast
    linear_combination ((m : ℂ) + 1) * h1 + (k : ℂ) * h
```

For $N=0$ both sides are again zero. Now let $N\ge1$ and $i\neq j$, and let $X$ be the number of configurations that occupy both. Remove $i$. What remains is $k=N-1$ particles in $m=r-1$ orbitals, of which $j$ is one, so the previous lemma gives $mX=k\binom mk$. Multiplying by $m+1$,

$$(m+1)\,m\,X=k\,(m+1)\binom mk=k\,(k+1)\binom{m+1}{k+1},$$

which is $r(r-1)X=N(N-1)\binom rN$. The final `linear_combination` contains exactly these multipliers, $m+1$ and $k$.

## From counting to the two-matrix

```lean
/-- The two-matrix of a Slater determinant is the joint occupation of the two orbitals times
the corresponding entry of `1 - exchange`. -/
theorem slater_entry (S : Finset n) (p q : n × n) :
    antisymProduct (occupation S) p q
      = (if p.1 ∈ S then (if p.2 ∈ S then (1 : ℂ) else 0) else 0)
        * (1 - exchange : Matrix (n × n) (n × n) ℂ) p q := by
  obtain ⟨i, j⟩ := p
  obtain ⟨k, l⟩ := q
  simp only [antisymProduct, occupation, exchange, Matrix.of_apply, Matrix.sub_apply,
    Matrix.one_apply, Matrix.diagonal_apply, Prod.mk.injEq, indicator_and]
  by_cases hi : i ∈ S <;> by_cases hj : j ∈ S <;> simp [hi, hj]
```

Inserting $g(i,k)=n_i\delta_{ik}$ into the antisymmetrised product gives

$$n_in_j\,(\delta_{ik}\delta_{jl}-\delta_{il}\delta_{jk}),$$

the joint occupation of $i$ and $j$ times an entry of $1-P$. The second factor doesn't depend on $S$, so only $n_in_j$ needs averaging. Lean checks the four cases of $i$ and $j$ being occupied or empty.

```lean
variable [Fintype n]

/-- The averaged one-matrix of `N` fermions in `r` orbitals is `N/r` times the identity. -/
theorem mixedOne_eq {N : ℕ} (hN : N ≤ Fintype.card n) :
    mixedOne N = ((N : ℂ) / (Fintype.card n : ℂ)) • (1 : Matrix n n ℂ) := by
  ext i k
  have hC : ((Fintype.card n).choose N : ℂ) ≠ 0 :=
    Nat.cast_ne_zero.mpr (Nat.choose_pos hN).ne'
  have hr : (Fintype.card n : ℂ) ≠ 0 :=
    Nat.cast_ne_zero.mpr (Fintype.card_pos_iff.mpr ⟨i⟩).ne'
  have hocc : ∀ S : Finset n, occupation S i k
      = (if i ∈ S then (1 : ℂ) else 0) * (1 : Matrix n n ℂ) i k := by
    intro S
    by_cases hik : i = k <;> simp [occupation, Matrix.one_apply, hik]
  have h := occupation_count (mem_univ i) N
  rw [card_univ] at h
  simp only [mixedOne, Matrix.smul_apply, Matrix.sum_apply, smul_eq_mul, hocc, ← sum_mul]
  generalize (∑ S ∈ powersetCard N univ, if i ∈ S then (1 : ℂ) else 0) = X at h ⊢
  have hX : X = N * ((Fintype.card n).choose N : ℂ) / (Fintype.card n : ℂ) := by
    rw [eq_div_iff hr]
    linear_combination h
  rw [hX, ← mul_assoc]
  congr 1
  field_simp
```

The averaged one-matrix is $(N/r)\,1$: the mean of $n_i$ is $\binom{r-1}{N-1}/\binom rN=N/r$ for $N\geq 1$, and zero for $N=0$. The tactic `ext i k` reduces an equality of matrices to one of entries. The hypothesis `hN`, $N\le r$, guarantees that there is at least one determinant to average over.

```lean
/-- For `N` fermions in `r` orbitals, `r(r-1)` times the averaged two-matrix is `N(N-1)` times
`1 - exchange`. -/
theorem mixedTwo_scaled {N : ℕ} (hN : N ≤ Fintype.card n) :
    ((Fintype.card n : ℂ) * ((Fintype.card n : ℂ) - 1)) • mixedTwo (n := n) N
      = ((N : ℂ) * ((N : ℂ) - 1)) • (1 - exchange) := by
  have hC : ((Fintype.card n).choose N : ℂ) * ((Fintype.card n).choose N : ℂ)⁻¹ = 1 :=
    mul_inv_cancel₀ (Nat.cast_ne_zero.mpr (Nat.choose_pos hN).ne')
  ext ⟨i, j⟩ q
  simp only [mixedTwo, Matrix.smul_apply, Matrix.sum_apply, slater_entry, ← sum_mul,
    smul_eq_mul]
  by_cases hij : i = j
  · -- Pauli principle: a doubly used orbital contributes nothing
    subst hij
    have h0 : (1 - exchange : Matrix (n × n) (n × n) ℂ) (i, i) q = 0 := by
      obtain ⟨k, l⟩ := q
      simp only [exchange, Matrix.sub_apply, Matrix.of_apply, Matrix.one_apply,
        Prod.mk.injEq, indicator_and]
      ring
    rw [h0]
    ring
  · have h := pair_count (mem_univ i) (mem_univ j) hij N
    rw [card_univ] at h
    linear_combination ((Fintype.card n).choose N : ℂ)⁻¹
        * (1 - exchange : Matrix (n × n) (n × n) ℂ) (i, j) q * h
      + (N : ℂ) * ((N : ℂ) - 1) * (1 - exchange : Matrix (n × n) (n × n) ℂ) (i, j) q * hC
```

This is the main result before division:

$$r(r-1)\,D=N(N-1)\,(1-P).$$

For $i\neq j$ the entry follows from the pair count after division by $\binom rN$. For $i=j$ that count doesn't apply, but the entry of $1-P$ is $\delta_{ik}\delta_{il}-\delta_{il}\delta_{ik}=0$, which is the Pauli principle. The proof separates the same two cases with `by_cases hij : i = j`.

```lean
/-- For `N` fermions in `r ≥ 2` orbitals, the averaged two-matrix equals `c (1 - exchange)`
exactly for `c = N(N-1)/(r(r-1))`. -/
theorem mixedTwo_eq_iff {N : ℕ} (hr : 2 ≤ Fintype.card n) (hN : N ≤ Fintype.card n) (c : ℂ) :
    mixedTwo (n := n) N = c • (1 - exchange) ↔
      c = (N : ℂ) * ((N : ℂ) - 1) / ((Fintype.card n : ℂ) * ((Fintype.card n : ℂ) - 1)) := by
  have h1 : (Fintype.card n : ℂ) ≠ 0 := Nat.cast_ne_zero.mpr (by omega)
  have h2 : (Fintype.card n : ℂ) - 1 ≠ 0 :=
    sub_ne_zero.mpr (by exact_mod_cast (by omega : Fintype.card n ≠ 1))
  have h0 := mul_ne_zero h1 h2
  have hS := mixedTwo_scaled (n := n) hN
  constructor
  · intro h
    -- two distinct orbitals give an entry of `1 - exchange` equal to one
    obtain ⟨i, j, hij⟩ := Fintype.one_lt_card_iff.mp (by omega : 1 < Fintype.card n)
    have hE : (1 - exchange : Matrix (n × n) (n × n) ℂ) (i, j) (i, j) = 1 := by
      simp [exchange, hij]
    rw [h] at hS
    have e := congrFun (congrFun hS (i, j)) (i, j)
    simp only [Matrix.smul_apply, hE, smul_eq_mul, mul_one] at e
    rw [eq_div_iff h0]
    linear_combination e
  · rintro rfl
    rw [div_eq_inv_mul, ← smul_smul, ← hS, smul_smul, inv_mul_cancel₀ h0, one_smul]
```

The theorem is an equivalence: for any complex $c$, $D=c\,(1-P)$ holds if and only if $c=N(N-1)/(r(r-1))$.

From right to left, one divides the previous identity by $r(r-1)$, which is nonzero because $r\ge2$. From left to right, one picks two distinct orbitals $i$ and $j$. The diagonal entry of $1-P$ at $(i,j)$ is 1, so the previous identity becomes $r(r-1)\,c=N(N-1)$, which fixes $c$. With a single orbital $1-P$ would be zero and every $c$ would do.

The subtraction in `(N : ℂ) - 1` takes place in the complex numbers. For $N=0$ and $N=1$ the coefficient is zero, as it should be when there are no pairs.

## Contraction and the failure of factorisation

```lean
/-- Contracting one particle of the averaged two-matrix gives `N - 1` times the averaged
one-matrix. -/
theorem mixedTwo_contraction (N : ℕ) (i k : n) :
    ∑ j, mixedTwo N (i, j) (k, j) = ((N : ℂ) - 1) * mixedOne N i k := by
  have hdet : ∀ S ∈ powersetCard N (univ : Finset n),
      ∑ j, antisymProduct (occupation S) (i, j) (k, j) = ((N : ℂ) - 1) * occupation S i k := by
    intro S hS
    have htr : ∑ j, occupation S j j = (N : ℂ) := by
      rw [← (mem_powersetCard.mp hS).2]
      simp [occupation]
    -- the one-matrix of a determinant is a projection
    have hsq : occupation S * occupation S = occupation S := by
      unfold occupation
      rw [Matrix.diagonal_mul_diagonal]
      congr 1
      funext x
      by_cases hx : x ∈ S <;> simp [hx]
    simp only [antisymProduct, Matrix.of_apply]
    rw [sum_sub_distrib, ← mul_sum, htr, ← Matrix.mul_apply, hsq]
    ring
  simp only [mixedTwo, mixedOne, Matrix.smul_apply, Matrix.sum_apply, smul_eq_mul]
  rw [← mul_sum, sum_comm, sum_congr rfl hdet, ← mul_sum]
  ring
```

Summing over the second particle gives $\sum_j D_{(i,j),(k,j)}=(N-1)\,\gamma_{ik}$, where $\gamma$ is the averaged one-matrix. For one determinant,

$$\sum_j\bigl[g(i,k)g(j,j)-g(i,j)g(j,k)\bigr]=N\,g(i,k)-(g^2)(i,k)=(N-1)\,g(i,k),$$

since $g$ has trace $N$ (`htr`) and is a projection (`hsq`). The contraction is linear in the two-matrix, and the result is linear in the one-matrix, so averaging over the determinants carries the relation over to the ensemble.

```lean
/-- For a partly filled shell, `0 < N < r`, the averaged two-matrix differs from the
antisymmetrised product of the averaged one-matrix. -/
theorem mixedTwo_ne_antisymProduct {N : ℕ} (h0 : 0 < N) (hN : N < Fintype.card n) :
    mixedTwo (n := n) N ≠ antisymProduct (mixedOne N) := by
  intro h
  have hA : ∀ c : ℂ, antisymProduct (c • (1 : Matrix n n ℂ)) = c ^ 2 • (1 - exchange) := by
    intro c
    ext ⟨i, j⟩ ⟨k, l⟩
    simp only [antisymProduct, exchange, Matrix.of_apply, Matrix.smul_apply, Matrix.sub_apply,
      Matrix.one_apply, Prod.mk.injEq, indicator_and, smul_eq_mul]
    ring
  rw [mixedOne_eq hN.le, hA] at h
  have e := (mixedTwo_eq_iff (by omega) hN.le _).mp h
  have h1 : (Fintype.card n : ℂ) ≠ 0 := Nat.cast_ne_zero.mpr (by omega)
  have h2 : (Fintype.card n : ℂ) - 1 ≠ 0 :=
    sub_ne_zero.mpr (by exact_mod_cast (by omega : Fintype.card n ≠ 1))
  have h3 : (N : ℂ) ≠ 0 := Nat.cast_ne_zero.mpr h0.ne'
  have h4 : (Fintype.card n : ℂ) - N ≠ 0 :=
    sub_ne_zero.mpr (by exact_mod_cast hN.ne')
  -- equal coefficients would force an empty or a full shell
  rw [div_pow, div_eq_div_iff (pow_ne_zero 2 h1) (mul_ne_zero h1 h2)] at e
  exact mul_ne_zero (mul_ne_zero h3 h1) h4 (by linear_combination e)

end

end MaximallyMixedFermions
```

For $0<N<r$, the averaged two-matrix is not the antisymmetrised product of the averaged one-matrix. That product is $(N/r)^2(1-P)$, as `hA` shows. If it were equal to $D$, the equivalence above would force

$$\frac{N^2}{r^2}=\frac{N(N-1)}{r(r-1)},\qquad\text{hence}\qquad N\,r\,(r-N)=0,$$

which is impossible for a partly filled shell. The case $N=1$ shows it most plainly: $D$ is zero, because one particle forms no pairs, while the product is not. Each single determinant factorises, but for $0<N<r$ their equal mixture does not.

The same removal of particles, carried one step further by hand, treats triples. For $r\ge3$, three distinct orbitals are jointly occupied in a fraction $N(N-1)(N-2)/(r(r-1)(r-2))$ of the determinants, and the averaged three-matrix, normalised to trace $N(N-1)(N-2)$, is this number times the signed sum of the six permutations of three particles. The Lean development itself stops at pairs.

```lean
#print axioms MaximallyMixedFermions.mixedTwo_eq_iff
#print axioms MaximallyMixedFermions.mixedTwo_contraction
#print axioms MaximallyMixedFermions.mixedTwo_ne_antisymProduct
```

```
'MaximallyMixedFermions.mixedTwo_eq_iff' depends on axioms: [propext, Classical.choice, Quot.sound]
'MaximallyMixedFermions.mixedTwo_contraction' depends on axioms: [propext, Classical.choice, Quot.sound]
'MaximallyMixedFermions.mixedTwo_ne_antisymProduct' depends on axioms: [propext, Classical.choice, Quot.sound]
```
